# For Hermitian H and T, adding cT to H shifts every band energy by c, for all real c, exactly when T is the overlap matrix

## Moving the zero of the potential

An LAPW calculation may subtract the average interstitial potential before it builds the Hamiltonian matrix, and add this constant back to the band energies at the end. That last step is correct if the constant potential c enters the Hamiltonian as c times the overlap matrix S.

In a fixed basis φ_i, the matrix of the unit potential is ∫ φ_i* φ_j, which is S_ij. An LAPW code assembles it from two parts: Fourier coefficients of the function that is 1 between the spheres and 0 inside them, and sphere integrals summed over angular momenta up to a cutoff. Suppose that the sphere sum for the potential stops earlier than the one for the overlap. The constant then enters as cT, where T lacks some terms of S. The missing part S − T holds overlaps of components of the basis functions inside the spheres, so it is positive semidefinite. If it is not zero, no shift by c ≠ 0 is rigid: tr(S⁻¹T) is then smaller than the number n of basis functions, while the first-moment argument below shows that even one rigid shift by c ≠ 0 requires tr(S⁻¹T) = n. A lower cutoff for the nonspherical part of the potential alone does not cause this error, since a constant is spherical inside each sphere.

The basis must stay the same during the shift. In LAPW it does if the linearization energies move with the potential, since the radial functions are then unchanged.

## Ordered band energies and rigid shifts

Let H, T and S be complex n×n matrices at one k point, with H and T Hermitian and S positive definite. Positive definiteness means that the basis functions are linearly independent. A real list ε_i, with i = 0, …, n−1, holds the band energies of (H, S) if it is nondecreasing and some matrix C satisfies

CᴴSC = 1,  CᴴHC = diag(ε).

The columns of C are the orbital coefficients, normalized with respect to S. In Lean this is `IsBandEnergies H S ε`; `Fin n` labels both basis functions and bands, and degenerate levels are repeated.

`ShiftsRigidly H T S c` says that whenever ε is the list for (H, S), the list ε_i + c belongs to (H + cT, S). The theorem `shiftsRigidly_iff_eq_overlap` states that this holds for every real c if and only if T = S. The stronger `eq_overlap_of_two_shifts` needs only c and −c for one c ≠ 0.

The matrices are finite and fixed, so a self-consistent response of the potential is left out. There is also no estimate of the error in the bands when T is merely close to S.

## Two opposite shifts determine T

**The energies exist.** Diagonalize S with a unitary U, so that UᴴSU = diag(s) with all s_i > 0, and put R = diag(1/√s_i). Then (UR)ᴴS(UR) = 1. The matrix (UR)ᴴH(UR) is Hermitian, so a unitary V diagonalizes it. Take C = URV and sort its columns by energy.

**They are unique.** Let C, ε and B, η both satisfy the definition. Since the matrices are square, CᴴSC = 1 gives

CCᴴS = SCCᴴ = 1,

and likewise for B. The matrix W = CᴴSB has the inverse BᴴSC, and

diag(ε) W = CᴴHB = W diag(η).

Hence (ε_i − η_j) W_ij = 0. As det W ≠ 0, some permutation σ has W_σ(i),i ≠ 0 for all i, so η_i = ε_σ(i). Both lists are ordered, so they are equal.

**Traces give moments.** Since S⁻¹ = CCᴴ, cyclicity of the trace gives, for any M,

tr(S⁻¹M) = tr(CᴴMC),  tr((S⁻¹M)²) = tr((CᴴMC)²).

For M = H these are Σ ε_i and Σ ε_i².

**Compare the shifts.** Let c ≠ 0, and write X = S⁻¹H and Y = S⁻¹T. If the shift by c is rigid, the first moment gives

tr X + c tr Y = Σ ε_i + nc,

so tr Y = n. If the shifts by c and −c are both rigid, the second moments give

tr X² ± 2c tr(XY) + c² tr Y² = Σ ε_i² ± 2c Σ ε_i + nc².

Adding the two equations removes the terms linear in c and leaves tr Y² = n.

**Conclude.** The matrix K = CᴴTC is Hermitian with tr K = tr K² = n, so

Σ |K_ij − δ_ij|² = tr((K − 1)²) = n − 2n + n = 0.

Thus K = 1, and T = SC K CᴴS = S.

**Converse.** If T = S, the same C gives Cᴴ(H + cS)C = diag(ε_i + c).

One shift alone can mislead. Take S = 1, H = diag(0, 1), T = diag(2, 0) and c = 1. Then H + T = diag(2, 1) has the ordered energies 1, 2, which is a rigid shift, although T ≠ S. The levels have changed order. This example is not part of the Lean file below.

## The Lean file

```lean
import Mathlib

open Matrix
open scoped ComplexOrder

namespace RigidBandShift

variable {n : ℕ}

/-- The list `ε` holds the ordered band energies of the pair `(H, S)`: it is nondecreasing, and
some coefficient matrix `C` is orthonormal with respect to the overlap `S` and brings `H` to the
diagonal form with entries `ε`. -/
def IsBandEnergies (H S : Matrix (Fin n) (Fin n) ℂ) (ε : Fin n → ℝ) : Prop :=
  Monotone ε ∧ ∃ C : Matrix (Fin n) (Fin n) ℂ,
    Cᴴ * S * C = 1 ∧ Cᴴ * H * C = diagonal (fun i => (ε i : ℂ))

/-- Adding `c` times the matrix `T` to the Hamiltonian moves every ordered band energy by
exactly `c`. -/
def ShiftsRigidly (H T S : Matrix (Fin n) (Fin n) ℂ) (c : ℝ) : Prop :=
  ∀ ε, IsBandEnergies H S ε → IsBandEnergies (H + (c : ℂ) • T) S (fun i => ε i + c)

/-- A Hermitian matrix is diagonalized by a unitary matrix. -/
theorem exists_diagonalization {A : Matrix (Fin n) (Fin n) ℂ} (hA : A.IsHermitian) :
    ∃ U : Matrix (Fin n) (Fin n) ℂ, Uᴴ * U = 1 ∧
      Uᴴ * A * U = diagonal (fun i => (hA.eigenvalues i : ℂ)) := by
  -- the columns of `U` are the orthonormal eigenvectors
  obtain ⟨U, hU⟩ : ∃ U : Matrix (Fin n) (Fin n) ℂ,
      ∀ i j, U i j = (hA.eigenvectorBasis j).ofLp i :=
    ⟨fun i j => (hA.eigenvectorBasis j).ofLp i, fun _ _ => rfl⟩
  have h1 : Uᴴ * U = 1 := by
    ext i j
    have h := orthonormal_iff_ite.mp hA.eigenvectorBasis.orthonormal i j
    rw [PiLp.inner_apply] at h
    rw [Matrix.mul_apply, Matrix.one_apply]
    refine Eq.trans (Finset.sum_congr rfl fun k _ => ?_) h
    rw [conjTranspose_apply, hU, hU, RCLike.inner_apply]
    exact mul_comm _ _
  have h2 : A * U = U * diagonal (fun i => (hA.eigenvalues i : ℂ)) := by
    ext i j
    have h := congrFun (hA.mulVec_eigenvectorBasis j) i
    simp only [Matrix.mulVec, dotProduct, Pi.smul_apply, Complex.real_smul] at h
    rw [Matrix.mul_diagonal, Matrix.mul_apply]
    simp only [hU]
    exact h.trans (mul_comm _ _)
  exact ⟨U, h1, by rw [Matrix.mul_assoc, h2, ← Matrix.mul_assoc, h1, Matrix.one_mul]⟩

/-- A Hermitian Hamiltonian with a positive definite overlap matrix has ordered band energies. -/
theorem exists_bandEnergies {H S : Matrix (Fin n) (Fin n) ℂ} (hH : H.IsHermitian)
    (hS : S.PosDef) : ∃ ε, IsBandEnergies H S ε := by
  obtain ⟨U, -, hU⟩ := exists_diagonalization hS.isHermitian
  have hp : ∀ i, 0 < hS.isHermitian.eigenvalues i := fun i => hS.eigenvalues_pos i
  generalize hS.isHermitian.eigenvalues = s at hU hp
  -- rescale the eigenvectors of the overlap matrix `S` to unit norm with respect to `S`
  have hr : ∀ i, ∃ r : ℝ, r * s i * r = 1 := by
    intro i
    have hq0 : √(s i) ≠ 0 := (Real.sqrt_pos.2 (hp i)).ne'
    have hq := Real.mul_self_sqrt (hp i).le
    generalize √(s i) = q at hq0 hq
    exact ⟨q⁻¹, by rw [← hq, ← mul_assoc, inv_mul_cancel₀ hq0, one_mul, mul_inv_cancel₀ hq0]⟩
  choose r hr using hr
  obtain ⟨R, hR⟩ : ∃ R : Matrix (Fin n) (Fin n) ℂ,
      Rᴴ * diagonal (fun i => (s i : ℂ)) * R = 1 := by
    refine ⟨diagonal (fun i => (r i : ℂ)), ?_⟩
    rw [diagonal_conjTranspose, diagonal_mul_diagonal, diagonal_mul_diagonal]
    ext i j
    by_cases h : i = j
    · subst h
      rw [diagonal_apply_eq, one_apply_eq, Pi.star_apply, RCLike.star_def, Complex.conj_ofReal,
        ← Complex.ofReal_mul, ← Complex.ofReal_mul, hr, Complex.ofReal_one]
    · rw [diagonal_apply_ne _ h, one_apply_ne h]
  -- diagonalize the Hamiltonian in the orthonormalized basis, then sort the columns by energy
  have hK := isHermitian_conjTranspose_mul_mul (U * R) hH
  obtain ⟨V, hV, hVK⟩ := exists_diagonalization hK
  generalize hK.eigenvalues = d at hVK
  obtain ⟨C, hC, hD⟩ : ∃ C : Matrix (Fin n) (Fin n) ℂ,
      Cᴴ * S * C = 1 ∧ Cᴴ * H * C = diagonal (fun i => (d i : ℂ)) := by
    refine ⟨U * R * V, ?_, ?_⟩
    · calc (U * R * V)ᴴ * S * (U * R * V) = Vᴴ * (Rᴴ * (Uᴴ * S * U) * R) * V := by
            simp only [conjTranspose_mul, Matrix.mul_assoc]
        _ = 1 := by rw [hU, hR, Matrix.mul_one, hV]
    · rw [← hVK]
      simp only [conjTranspose_mul, Matrix.mul_assoc]
  obtain ⟨σ, hσ⟩ : ∃ σ : Equiv.Perm (Fin n), Monotone (d ∘ σ) := ⟨_, Tuple.monotone_sort d⟩
  have hsub : ∀ M : Matrix (Fin n) (Fin n) ℂ,
      (C.submatrix id σ)ᴴ * M * C.submatrix id σ = (Cᴴ * M * C).submatrix σ σ := by
    intro M
    ext i j
    simp only [Matrix.mul_apply, submatrix_apply, conjTranspose_apply, id]
  refine ⟨d ∘ σ, hσ, C.submatrix id σ, ?_, ?_⟩
  · rw [hsub, hC, submatrix_one_equiv]
  · exact (hsub H).trans ((congrArg (fun M => M.submatrix σ σ) hD).trans
      (submatrix_diagonal_equiv _ σ))

/-- Orbitals that are orthonormal with respect to the overlap resolve its inverse. -/
theorem overlap_mul_resolution {S C : Matrix (Fin n) (Fin n) ℂ} (hC : Cᴴ * S * C = 1) :
    C * Cᴴ * S = 1 ∧ S * (C * Cᴴ) = 1 := by
  have h : C * Cᴴ * S = 1 := by
    rw [Matrix.mul_assoc]
    exact mul_eq_one_comm.mp hC
  exact ⟨h, mul_eq_one_comm.mp h⟩

/-- The ordered band energies of a pair `(H, S)` are unique. -/
theorem bandEnergies_unique {H S : Matrix (Fin n) (Fin n) ℂ} {ε η : Fin n → ℝ}
    (hε : IsBandEnergies H S ε) (hη : IsBandEnergies H S η) : ε = η := by
  obtain ⟨mε, C, hC, hD⟩ := hε
  obtain ⟨mη, B, hB, hE⟩ := hη
  -- the overlap `W` of the two sets of orbitals is invertible and intertwines the energies
  have hW : Cᴴ * S * B * (Bᴴ * S * C) = 1 := by
    calc Cᴴ * S * B * (Bᴴ * S * C) = Cᴴ * S * (B * Bᴴ * S) * C := by
          simp only [Matrix.mul_assoc]
      _ = 1 := by rw [(overlap_mul_resolution hB).1, Matrix.mul_one, hC]
  have hI : diagonal (fun i => (ε i : ℂ)) * (Cᴴ * S * B) =
      Cᴴ * S * B * diagonal (fun i => (η i : ℂ)) := by
    rw [← hD, ← hE]
    calc Cᴴ * H * C * (Cᴴ * S * B) = Cᴴ * H * (C * Cᴴ * S) * B := by
          simp only [Matrix.mul_assoc]
      _ = Cᴴ * (S * (B * Bᴴ)) * H * B := by
          rw [(overlap_mul_resolution hC).1, (overlap_mul_resolution hB).2,
            Matrix.mul_one, Matrix.mul_one]
      _ = Cᴴ * S * B * (Bᴴ * H * B) := by simp only [Matrix.mul_assoc]
  generalize Cᴴ * S * B = W at hW hI
  have hdet : W.det ≠ 0 := by
    intro h0
    have h := congrArg Matrix.det hW
    rw [det_mul, h0, zero_mul, det_one] at h
    exact zero_ne_one h
  -- a non-zero term of the determinant matches the two lists of energies
  rw [det_apply] at hdet
  obtain ⟨σ, -, hσ⟩ := Finset.exists_ne_zero_of_sum_ne_zero hdet
  have h : η = ε ∘ σ := by
    funext i
    have hw : W (σ i) i ≠ 0 := by
      intro h0
      have hz : ∏ j, W (σ j) j = 0 := Finset.prod_eq_zero (Finset.mem_univ i) h0
      exact hσ ((congrArg (fun z : ℂ => Equiv.Perm.sign σ • z) hz).trans (smul_zero _))
    have e := congrFun (congrFun hI (σ i)) i
    rw [diagonal_mul, mul_diagonal, mul_comm] at e
    exact Complex.ofReal_injective (mul_left_cancel₀ hw e).symm
  have hm : Monotone (ε ∘ σ) := by
    rw [← h]
    exact mη
  exact (h.trans (Tuple.unique_monotone (f := ε) (σ := σ) (τ := Equiv.refl _) hm mε)).symm

/-- The traces of `S⁻¹ M` and of its square can be evaluated in any set of orbitals that is
orthonormal with respect to the overlap `S`. -/
theorem trace_in_orbitals {S C : Matrix (Fin n) (Fin n) ℂ} (hC : Cᴴ * S * C = 1)
    (M : Matrix (Fin n) (Fin n) ℂ) :
    trace (S⁻¹ * M) = trace (Cᴴ * M * C) ∧
      trace (S⁻¹ * M * (S⁻¹ * M)) = trace (Cᴴ * M * C * (Cᴴ * M * C)) := by
  rw [Matrix.inv_eq_left_inv (overlap_mul_resolution hC).1]
  constructor
  · rw [Matrix.mul_assoc, Matrix.trace_mul_comm]
  · have e : C * Cᴴ * M * (C * Cᴴ * M) = C * (Cᴴ * M * C * (Cᴴ * M)) := by
      simp only [Matrix.mul_assoc]
    rw [e, Matrix.trace_mul_comm C]
    simp only [Matrix.mul_assoc]

/-- The sums of the band energies and of their squares are the traces of `S⁻¹ H` and of its
square. -/
theorem moments {H S : Matrix (Fin n) (Fin n) ℂ} {ε : Fin n → ℝ} (h : IsBandEnergies H S ε) :
    trace (S⁻¹ * H) = ∑ i, (ε i : ℂ) ∧
      trace (S⁻¹ * H * (S⁻¹ * H)) = ∑ i, (ε i : ℂ) ^ 2 := by
  obtain ⟨-, C, hC, hD⟩ := h
  obtain ⟨t1, t2⟩ := trace_in_orbitals hC H
  rw [hD, trace_diagonal] at t1
  rw [hD, diagonal_mul_diagonal, trace_diagonal] at t2
  exact ⟨t1, t2.trans (Finset.sum_congr rfl fun i _ => (sq _).symm)⟩

/-- For Hermitian `H` and `T` and positive definite `S`, rigid shifts by two opposite non-zero
amounts `c` and `-c` force `T` to be the overlap matrix. -/
theorem eq_overlap_of_two_shifts {H T S : Matrix (Fin n) (Fin n) ℂ} (hH : H.IsHermitian)
    (hT : T.IsHermitian) (hS : S.PosDef) {c : ℝ} (hc : c ≠ 0)
    (hp : ShiftsRigidly H T S c) (hm : ShiftsRigidly H T S (-c)) : T = S := by
  obtain ⟨ε, hε⟩ := exists_bandEnergies hH hS
  have hc' : (c : ℂ) ≠ 0 := Complex.ofReal_ne_zero.mpr hc
  have s1 : ∀ a : ℝ, ∑ i, ((ε i + a : ℝ) : ℂ) = ∑ i, (ε i : ℂ) + n * a := by
    intro a
    simp only [Complex.ofReal_add, Finset.sum_add_distrib, Finset.sum_const, Finset.card_univ,
      Fintype.card_fin, nsmul_eq_mul]
  have s2 : ∀ a : ℝ, ∑ i, ((ε i + a : ℝ) : ℂ) ^ 2 =
      ∑ i, (ε i : ℂ) ^ 2 + 2 * a * ∑ i, (ε i : ℂ) + n * (a : ℂ) ^ 2 := by
    intro a
    have e : ∀ i, ((ε i + a : ℝ) : ℂ) ^ 2 = (ε i : ℂ) ^ 2 + 2 * a * ε i + (a : ℂ) ^ 2 := by
      intro i
      rw [Complex.ofReal_add]
      ring
    simp only [e, Finset.sum_add_distrib, Finset.mul_sum, Finset.sum_const, Finset.card_univ,
      Fintype.card_fin, nsmul_eq_mul]
  -- compare the moments of the shifted and unshifted bands
  have k : trace (S⁻¹ * T) = n ∧ trace (S⁻¹ * T * (S⁻¹ * T)) = n := by
    obtain ⟨h1, h2⟩ := moments hε
    obtain ⟨p1, p2⟩ := moments (hp ε hε)
    obtain ⟨-, m2⟩ := moments (hm ε hε)
    rw [s1, Matrix.mul_add, Matrix.mul_smul] at p1
    rw [s2, Matrix.mul_add, Matrix.mul_smul] at p2 m2
    generalize S⁻¹ * H = X at h1 h2 p1 p2 m2
    generalize S⁻¹ * T = Y at p1 p2 m2 ⊢
    rw [trace_add, trace_smul, smul_eq_mul, h1] at p1
    simp only [Matrix.mul_add, Matrix.add_mul, Matrix.mul_smul, Matrix.smul_mul, trace_add,
      trace_smul, smul_eq_mul, Complex.ofReal_neg] at p2 m2
    constructor
    · exact mul_left_cancel₀ hc' ((add_left_cancel p1).trans (mul_comm _ _))
    · apply mul_left_cancel₀ (pow_ne_zero 2 hc')
      linear_combination (p2 + m2) / 2 - h2
  obtain ⟨-, C, hC, -⟩ := hε
  have k1 := (trace_in_orbitals hC T).1.symm.trans k.1
  have k2 := (trace_in_orbitals hC T).2.symm.trans k.2
  -- the Hermitian matrix `Cᴴ T C - 1` has vanishing Frobenius norm
  have hK : Cᴴ * T * C = 1 := by
    have hh := (isHermitian_conjTranspose_mul_mul C hT).eq
    generalize Cᴴ * T * C = K at k1 k2 hh ⊢
    apply sub_eq_zero.mp
    apply trace_conjTranspose_mul_self_eq_zero_iff.mp
    rw [conjTranspose_sub, hh, conjTranspose_one, Matrix.sub_mul, Matrix.mul_sub,
      Matrix.mul_one, Matrix.one_mul, trace_sub, trace_sub, trace_sub, trace_one, k1, k2,
      Fintype.card_fin]
    simp only [sub_self]
  obtain ⟨hr, hl⟩ := overlap_mul_resolution hC
  calc T = (S * (C * Cᴴ)) * T * (C * Cᴴ * S) := by
        rw [hl, hr, Matrix.one_mul, Matrix.mul_one]
    _ = S * (C * (Cᴴ * T * C) * Cᴴ * S) := by simp only [Matrix.mul_assoc]
    _ = S := by rw [hK, Matrix.mul_one, hr, Matrix.mul_one]

/-- For Hermitian `H` and `T` and positive definite overlap `S`, adding `c T` to the Hamiltonian
shifts all ordered band energies by `c` for every real `c` if and only if `T = S`. -/
theorem shiftsRigidly_iff_eq_overlap {H T S : Matrix (Fin n) (Fin n) ℂ} (hH : H.IsHermitian)
    (hT : T.IsHermitian) (hS : S.PosDef) : (∀ c : ℝ, ShiftsRigidly H T S c) ↔ T = S := by
  constructor
  · intro h
    exact eq_overlap_of_two_shifts (c := 1) hH hT hS one_ne_zero (h 1) (h (-1))
  · -- the same orbitals diagonalize the shifted Hamiltonian
    rintro rfl c ε ⟨hε, C, hC, hD⟩
    refine ⟨hε.add_const c, C, hC, ?_⟩
    rw [Matrix.mul_add, Matrix.add_mul, Matrix.mul_smul, Matrix.smul_mul, hC, hD]
    ext i j
    rw [Matrix.add_apply, Matrix.smul_apply, smul_eq_mul]
    by_cases h : i = j
    · subst h
      rw [diagonal_apply_eq, diagonal_apply_eq, one_apply_eq, mul_one, Complex.ofReal_add]
    · rw [diagonal_apply_ne _ h, diagonal_apply_ne _ h, one_apply_ne h, mul_zero, add_zero]

end RigidBandShift
```

```lean
#print axioms RigidBandShift.bandEnergies_unique
#print axioms RigidBandShift.shiftsRigidly_iff_eq_overlap
```

```
'RigidBandShift.bandEnergies_unique' depends on axioms: [propext, Classical.choice, Quot.sound]
'RigidBandShift.shiftsRigidly_iff_eq_overlap' depends on axioms: [propext, Classical.choice, Quot.sound]
```

## From the lemmas to the equivalence

`exists_diagonalization` puts Mathlib's orthonormal eigenvectors into the columns of a matrix. `exists_bandEnergies` uses it twice, for S and for the transformed H, and sorts with `Tuple.monotone_sort`. This makes `ShiftsRigidly` a real condition: its "for all ε" always has a list to act on.

`overlap_mul_resolution` supplies CCᴴS = SCCᴴ = 1. In `bandEnergies_unique`, `det_apply` expands det W, and a non-zero term of the sum provides σ. The later theorems do not use uniqueness, but it justifies speaking of *the* ordered band energies.

`trace_in_orbitals` and `moments` are the trace identities. In `eq_overlap_of_two_shifts`, `s1` and `s2` expand the shifted sums, and `linear_combination (p2 + m2) / 2 - h2` averages the two second-moment equations and subtracts the unshifted one. `trace_conjTranspose_mul_self_eq_zero_iff` then yields K = 1, and the closing `calc` recovers T = S.

The final theorem applies this result with c = 1. For the converse, `rintro rfl` replaces S by T, and the diagonal and off-diagonal entries are checked separately.
